# The spin current as minus the derivative of H in a uniform SU(2) potential, and the Rashba levels

Take an electron that moves along one line with real momentum p, in a vector potential uσ_z, where u is a real number and σ_z is the Pauli matrix. With ħ = m = 1 its Hamiltonian is

H = (p − uσ_z)²/2 = (p² + u²)/2 − p u σ_z,

because σ_z² = 1. Its derivative with respect to u is

dH/du = u − pσ_z = −½{σ_z, p − uσ_z},

where {X, Y} = XY + YX. The matrix p − uσ_z is the velocity, so half its anticommutator with σ_z is the current of z-spin. The derivative of H with respect to the potential is therefore minus a spin current. With more directions and spin components the matrices no longer all commute, but the Pauli anticommutators keep the result equally simple.

## Currents and levels for a general uniform potential

Let i run over finitely many directions and a over the spin components x, y, z. The potential has real components A_ia, and

A_i = Σ_a A_ia σ_a, H = ½ Σ_i (p_i − A_i)².

The coupling constant is absorbed into A. Since A is uniform, the momentum is conserved, and at each momentum H is a 2×2 matrix. The spin current is

J_ia = ½{σ_a, p_i − A_i},

with σ_a and not σ_a/2 as the measure of spin. From {σ_a, σ_b} = 2δ_ab it follows that

J_ia = p_i σ_a − ½ Σ_b A_ib {σ_a, σ_b} = p_i σ_a − A_ia.

Now change A_i to A_i + tB_i, where B_i = Σ_a B_ia σ_a and t is real. Keeping the order of the factors,

(p_i − A_i − tB_i)² = (p_i − A_i)² − t{B_i, p_i − A_i} + t²B_i².

If only the component A_ia changes, by t, then B_i = σ_a and every other B_j vanishes. Summing over directions and halving gives

H(t) = H(0) − t J_ia + t²/2,

so ∂H/∂A_ia = −J_ia.

For the levels, let b be a real vector and b·σ = Σ_a b_a σ_a. Symmetrising the double sum gives

(b·σ)² = ½ Σ_ac b_a b_c {σ_a, σ_c} = |b|².

Hence (p_i − A_i)² = p_i² + Σ_a A_ia² − 2p_i A_i, and

H = e − b·σ, e = ½ Σ_i (p_i² + Σ_a A_ia²), b_a = Σ_i p_i A_ia.

The potential acts as a Zeeman field that depends on momentum. The secular determinant is

det(e − b·σ − E) = (e − b_z − E)(e + b_z − E) − (b_x² + b_y²) = (E − e)² − |b|²,

and the levels are e ± |b|.

## The Rashba potential

In the plane, set A_x = aσ_y and A_y = −aσ_x. Standing alone, a is a real number, the Rashba strength; as a subscript it remains the spin index. The strength represents spin-orbit coupling where inversion symmetry is broken, as at a surface, and is a given parameter here. Insertion gives e = p²/2 + a² and b = (−a p_y, a p_x, 0), so

H = p²/2 + a(p_y σ_x − p_x σ_y) + a².

The first two terms are the Rashba matrix. Its field has length |a||p|, so its levels are p²/2 ± a|p|, which coincide when a = 0 or p = 0. With i now the imaginary unit when it is not a subscript, the components of the potential obey

[A_x, A_y] = −a²[σ_y, σ_x] = 2i a² σ_z.

For p = (3, 4) and a = 0.2 we have |p| = 5 and p²/2 = 12.5. The spin term is 0.8σ_x − 0.6σ_y, with upper off-diagonal entry 0.8 + 0.6i, of modulus 1. The normalised spinors (1, ±(0.8 − 0.6i))/√2 have spin energies ±1. The Rashba levels are therefore 13.5 and 11.5, and those of H lie higher by a² = 0.04, at 13.54 and 11.54.

In spin-current density functional theory the variable paired with an SU(2) vector potential is usually the paramagnetic spin current. Here that corresponds to the part p_i σ_a of J_ia; the other part, −A_ia, comes from the term in H that is quadratic in the potential.

## Momentum, potential and current as Lean objects

The type `ι` labels the directions.

```lean
import Mathlib

open Matrix

namespace SpinCurrentRashba

noncomputable section

variable {ι : Type*}
```

The indices 0, 1, 2 of `Fin 3` stand for x, y, z.

```lean
/-- The three Pauli matrices, numbered 0, 1, 2 for x, y, z. -/
def pauli : Fin 3 → Matrix (Fin 2) (Fin 2) ℂ :=
  ![!![0, 1; 1, 0], !![0, -Complex.I; Complex.I, 0], !![1, 0; 0, -1]]
```

`spinDot b` is b·σ, with real components cast into the complex numbers.

```lean
/-- The spin matrix `b · σ` of a real vector `b`. -/
def spinDot (b : Fin 3 → ℝ) : Matrix (Fin 2) (Fin 2) ℂ := ∑ a, (b a : ℂ) • pauli a
```

The momentum `p` is a real vector, not a differential operator, and `A` is a real array. This confines the development to uniform potentials at fixed momentum; interactions, densities and gauge transformations do not enter.

```lean
/-- The kinetic momentum `p_i - A_i`, with `A_i = ∑ a, A_ia σ_a`. -/
def kin (p : ι → ℝ) (A : ι → Fin 3 → ℝ) (i : ι) : Matrix (Fin 2) (Fin 2) ℂ :=
  (p i : ℂ) • 1 - spinDot (A i)

/-- The Hamiltonian `H = ∑ i, (p_i - A_i)² / 2`. -/
def ham [Fintype ι] (p : ι → ℝ) (A : ι → Fin 3 → ℝ) : Matrix (Fin 2) (Fin 2) ℂ :=
  (1 / 2 : ℂ) • ∑ i, kin p A i * kin p A i
```

The spin current is defined by its anticommutator, independently of any derivative.

```lean
/-- The spin current `{σ_a, p_i - A_i} / 2`: spin component `a` flowing along `i`. -/
def spinCurrent (p : ι → ℝ) (A : ι → Fin 3 → ℝ) (i : ι) (a : Fin 3) :
    Matrix (Fin 2) (Fin 2) ℂ :=
  (1 / 2 : ℂ) • (pauli a * kin p A i + kin p A i * pauli a)
```

`probe i a` is the array B with a single entry 1, the unit change of A_ia.

```lean
/-- The unit change of the single component `A_ia` of the vector potential. -/
def probe [DecidableEq ι] (i : ι) (a : Fin 3) : ι → Fin 3 → ℝ :=
  fun j b => if j = i ∧ b = a then 1 else 0
```

Note the minus sign in front of the field in the next definition.

```lean
/-- A spin one-half matrix with scalar energy `e` and Zeeman field `b`: `e - b · σ`. -/
def zeeman (e : ℝ) (b : Fin 3 → ℝ) : Matrix (Fin 2) (Fin 2) ℂ := (e : ℂ) • 1 - spinDot b
```

A level is an eigenvalue with a nonzero spinor. `E` may be complex, so the reality of the levels is a result and not an assumption. Multiplicity is not recorded.

```lean
/-- `E` is an energy level of `M`: some nonzero spinor `v` satisfies `M v = E v`. -/
def IsLevel (M : Matrix (Fin 2) (Fin 2) ℂ) (E : ℂ) : Prop :=
  ∃ v : Fin 2 → ℂ, v ≠ 0 ∧ M *ᵥ v = E • v
```

For the planar potential, `Fin 2` labels x and y as 0 and 1. The Rashba matrix is written down separately, so that its relation to H, equality up to the constant a², has to be proved.

```lean
/-- The Rashba potential `A_x = a σ_y`, `A_y = -a σ_x`. -/
def rashbaPotential (a : ℝ) : Fin 2 → Fin 3 → ℝ := ![![0, a, 0], ![-a, 0, 0]]

/-- The Rashba matrix `p²/2 + a (p_y σ_x - p_x σ_y)` in the plane. -/
def rashba (p : Fin 2 → ℝ) (a : ℝ) : Matrix (Fin 2) (Fin 2) ℂ :=
  (((p 0 ^ 2 + p 1 ^ 2) / 2 : ℝ) : ℂ) • 1
    + (a : ℂ) • ((p 1 : ℂ) • pauli 0 - (p 0 : ℂ) • pauli 1)
```

## Pauli algebra and the two parts of the current

The anticommutators are checked for all nine index pairs, entry by entry.

```lean
/-- The Pauli matrices anticommute to `2 δ_ab`. -/
theorem pauli_anticomm (a b : Fin 3) :
    pauli a * pauli b + pauli b * pauli a = if a = b then (2 : ℂ) • 1 else 0 := by
  fin_cases a <;> fin_cases b <;> ext s t <;> fin_cases s <;> fin_cases t <;>
    simp [pauli] <;> norm_num
```

Setting the two indices equal gives σ_a² = 1.

```lean
lemma pauli_sq (a : Fin 3) : pauli a * pauli a = 1 := by
  calc pauli a * pauli a = (1 / 2 : ℂ) • (pauli a * pauli a + pauli a * pauli a) := by module
    _ = 1 := by rw [pauli_anticomm, if_pos rfl]; module
```

The next two lemmas write b·σ as an explicit matrix and square it. Where the derivation by hand symmetrised a double sum, Lean compares the four entries, using i² = −1.

```lean
lemma spinDot_eq (b : Fin 3 → ℝ) : spinDot b =
    !![(b 2 : ℂ), b 0 - b 1 * Complex.I; b 0 + b 1 * Complex.I, -(b 2 : ℂ)] := by
  ext s t
  fin_cases s <;> fin_cases t <;> simp [spinDot, pauli, Fin.sum_univ_three]
  ring

lemma spinDot_sq (b : Fin 3 → ℝ) :
    spinDot b * spinDot b = ((∑ a, b a ^ 2 : ℝ) : ℂ) • 1 := by
  rw [spinDot_eq]
  ext s t
  fin_cases s <;> fin_cases t
  · simp [Matrix.mul_apply, Fin.sum_univ_two, Fin.sum_univ_three]
    linear_combination (-(b 1 : ℂ) ^ 2) * Complex.I_sq
  · simp [Matrix.mul_apply, Fin.sum_univ_two]
    ring
  · simp [Matrix.mul_apply, Fin.sum_univ_two]
    ring
  · simp [Matrix.mul_apply, Fin.sum_univ_two, Fin.sum_univ_three]
    linear_combination (-(b 1 : ℂ) ^ 2) * Complex.I_sq
```

In the theorem on the current, `h` is the anticommutator of σ_a with A_i, in which only the component A_ia survives. The step `e` separates the momentum part, and together they give p_i σ_a − A_ia.

```lean
/-- The spin current is `p_i σ_a - A_ia`. -/
theorem spinCurrent_eq (p : ι → ℝ) (A : ι → Fin 3 → ℝ) (i : ι) (a : Fin 3) :
    spinCurrent p A i a = (p i : ℂ) • pauli a - (A i a : ℂ) • 1 := by
  have h : pauli a * spinDot (A i) + spinDot (A i) * pauli a = (2 * A i a : ℂ) • 1 := by
    simp only [spinDot, Finset.mul_sum, Finset.sum_mul, ← Finset.sum_add_distrib,
      mul_smul_comm, smul_mul_assoc, ← smul_add, pauli_anticomm, smul_ite, smul_zero,
      Finset.sum_ite_eq, Finset.mem_univ, if_true]
    module
  have e : pauli a * kin p A i + kin p A i * pauli a = (2 * p i : ℂ) • pauli a
      - (pauli a * spinDot (A i) + spinDot (A i) * pauli a) := by
    simp only [kin, mul_sub, sub_mul, mul_smul_comm, smul_mul_assoc, mul_one, one_mul]
    module
  rw [spinCurrent, e, h]
  module
```

## The derivative from an exact quadratic

`ham_variation` is the expansion in t for an arbitrary change B, with no remainder. Here `hk` shifts the kinetic momentum, `hq` squares it with the factors in order, and the last lines sum over directions.

```lean
variable [Fintype ι]

/-- Exact second-order expansion of the Hamiltonian in a change `t B` of the potential. -/
theorem ham_variation (p : ι → ℝ) (A B : ι → Fin 3 → ℝ) (t : ℝ) :
    ham p (A + t • B) = ham p A
      - (t / 2 : ℂ) • ∑ j, (spinDot (B j) * kin p A j + kin p A j * spinDot (B j))
      + (t ^ 2 / 2 : ℂ) • ∑ j, spinDot (B j) * spinDot (B j) := by
  have hk (j : ι) : kin p (A + t • B) j = kin p A j - (t : ℂ) • spinDot (B j) := by
    simp only [kin, spinDot, Pi.add_apply, Pi.smul_apply, smul_eq_mul, Complex.ofReal_add,
      Complex.ofReal_mul, add_smul, mul_smul, Finset.sum_add_distrib, ← Finset.smul_sum]
    module
  have hq (j : ι) : kin p (A + t • B) j * kin p (A + t • B) j = kin p A j * kin p A j
      - (t : ℂ) • (spinDot (B j) * kin p A j + kin p A j * spinDot (B j))
      + (t ^ 2 : ℂ) • (spinDot (B j) * spinDot (B j)) := by
    rw [hk]
    simp only [mul_sub, sub_mul, mul_smul_comm, smul_mul_assoc]
    module
  simp only [ham, hq]
  rw [Finset.sum_add_distrib, Finset.sum_sub_distrib, ← Finset.smul_sum, ← Finset.smul_sum]
  module
```

The derivative is stated for each matrix entry `s s'`, at t = 0 and for arbitrary `A`, so it is the partial derivative at any potential. The steps `h1` and `h2` reduce the two sums to a single anticommutator and to σ_a² = 1. Then `hf` is the quadratic H(0) − tJ_ia + t²/2, and the usual rules of differentiation finish the proof.

```lean
/-- The derivative of every matrix entry of `H` with respect to `A_ia` is minus the
corresponding entry of the spin current `{σ_a, p_i - A_i} / 2`. -/
theorem hasDerivAt_ham [DecidableEq ι] (p : ι → ℝ) (A : ι → Fin 3 → ℝ) (i : ι) (a : Fin 3)
    (s s' : Fin 2) :
    HasDerivAt (fun t : ℝ => ham p (A + t • probe i a) s s') (-(spinCurrent p A i a s s')) 0 := by
  have hp (j : ι) : spinDot (probe i a j) = if j = i then pauli a else 0 := by
    by_cases h : j = i <;> fin_cases a <;> simp [spinDot, probe, h]
  have h1 : ∑ j, (spinDot (probe i a j) * kin p A j + kin p A j * spinDot (probe i a j))
      = pauli a * kin p A i + kin p A i * pauli a := by
    simp [hp, Finset.sum_add_distrib, ite_mul, mul_ite]
  have h2 : ∑ j, spinDot (probe i a j) * spinDot (probe i a j) = 1 := by
    simp [hp, ite_mul, mul_ite, pauli_sq]
  -- along one component the Hamiltonian is a quadratic polynomial
  have hf : (fun t : ℝ => ham p (A + t • probe i a) s s') = fun t : ℝ =>
      ham p A s s' - (t : ℂ) * spinCurrent p A i a s s'
        + (t : ℂ) ^ 2 * ((1 : Matrix (Fin 2) (Fin 2) ℂ) s s' / 2) := by
    funext t
    rw [ham_variation, h1, h2, spinCurrent]
    simp only [Matrix.add_apply, Matrix.sub_apply, Matrix.smul_apply, smul_eq_mul]
    ring
  have ht : HasDerivAt (fun t : ℝ => (t : ℂ)) 1 0 := by
    simpa using (hasDerivAt_id (0 : ℝ)).ofReal_comp
  rw [hf]
  exact (((ht.mul_const _).const_sub _).fun_add ((ht.fun_pow 2).mul_const _)).congr_deriv
    (by simp)
```

## Levels from the secular determinant

The next theorem takes any real `r` with r² = |b|², of either sign. This is convenient later, when r = a|p| and a may be negative. `hdet` factorises the determinant as (E − e − r)(E − e + r), and `hl` says that a nonzero eigenvector exists exactly when the determinant vanishes. The equivalence establishes both that e ± r are levels and that there are no others.

```lean
/-- If `r² = |b|²`, the levels of `e - b · σ` are exactly `e + r` and `e - r`. -/
theorem isLevel_zeeman (e r : ℝ) (b : Fin 3 → ℝ) (hr : r ^ 2 = ∑ a, b a ^ 2) (E : ℂ) :
    IsLevel (zeeman e b) E ↔ E = e + r ∨ E = e - r := by
  have hdet : (zeeman e b - E • 1).det = (E - e - r) * (E - e + r) := by
    have hc : (r : ℂ) ^ 2 = (b 0 : ℂ) ^ 2 + (b 1 : ℂ) ^ 2 + (b 2 : ℂ) ^ 2 := by
      rw [Fin.sum_univ_three] at hr
      exact_mod_cast hr
    rw [zeeman, spinDot_eq, Matrix.det_fin_two]
    simp
    linear_combination (b 1 : ℂ) ^ 2 * Complex.I_sq + hc
  have hl : IsLevel (zeeman e b) E ↔ (zeeman e b - E • 1).det = 0 := by
    rw [← Matrix.exists_mulVec_eq_zero_iff]
    refine exists_congr fun v => and_congr_right fun _ => ?_
    rw [Matrix.sub_mulVec, Matrix.smul_mulVec, Matrix.one_mulVec, sub_eq_zero]
  rw [hl, hdet, mul_eq_zero]
  refine or_congr ⟨fun h => ?_, fun h => ?_⟩ ⟨fun h => ?_, fun h => ?_⟩ <;>
    linear_combination h
```

`ham_eq_zeeman` brings H to the form e − b·σ. Its step `hq` expands one square using `spinDot_sq`, and `hs` exchanges the sums over directions and spin components to collect the field b_a = Σ_i p_i A_ia. Combined with the previous theorem, it yields the levels of H for any uniform potential.

```lean
/-- `H` is the scalar `∑ i, (p_i² + ∑ a, A_ia²) / 2` minus a Zeeman term with the
momentum-dependent field `b_a = ∑ i, p_i A_ia`. -/
theorem ham_eq_zeeman (p : ι → ℝ) (A : ι → Fin 3 → ℝ) :
    ham p A = zeeman ((∑ i, (p i ^ 2 + ∑ a, A i a ^ 2)) / 2) (fun a => ∑ i, p i * A i a) := by
  have hq (i : ι) : kin p A i * kin p A i =
      ((p i ^ 2 + ∑ a, A i a ^ 2 : ℝ) : ℂ) • 1 - (2 : ℂ) • ((p i : ℂ) • spinDot (A i)) := by
    have h : kin p A i * kin p A i = ((p i : ℂ) ^ 2) • 1
        - (2 : ℂ) • ((p i : ℂ) • spinDot (A i)) + spinDot (A i) * spinDot (A i) := by
      simp only [kin, mul_sub, sub_mul, mul_smul_comm, smul_mul_assoc, mul_one, one_mul]
      module
    rw [h, spinDot_sq, Complex.ofReal_add, Complex.ofReal_pow]
    module
  have hs : spinDot (fun a => ∑ i, p i * A i a) = ∑ i, (p i : ℂ) • spinDot (A i) := by
    simp only [spinDot, Complex.ofReal_sum, Complex.ofReal_mul, Finset.sum_smul,
      Finset.smul_sum, smul_smul]
    exact Finset.sum_comm
  simp only [ham, hq]
  rw [zeeman, hs, Finset.sum_sub_distrib, ← Finset.sum_smul, ← Finset.smul_sum,
    Complex.ofReal_div, Complex.ofReal_sum, Complex.ofReal_ofNat]
  module
```

## The Rashba square, commutator and levels

Inserting the potential into the Zeeman form gives the Rashba matrix plus a². Each of the two directions contributes a²/2.

```lean
/-- The Hamiltonian with the Rashba potential is the Rashba matrix plus `a²`. -/
theorem ham_rashbaPotential (p : Fin 2 → ℝ) (a : ℝ) :
    ham p (rashbaPotential a) = rashba p a + ((a : ℂ) ^ 2) • 1 := by
  rw [ham_eq_zeeman]
  simp [zeeman, spinDot, rashba, rashbaPotential, Fin.sum_univ_three, Fin.sum_univ_two]
  module
```

The commutator is computed from the explicit matrices. It is nonzero whenever a ≠ 0, although H itself contains only the separate squares of p_x − A_x and p_y − A_y.

```lean
/-- The two components of the Rashba potential satisfy `[A_x, A_y] = 2 i a² σ_z`. -/
theorem rashbaPotential_commutator (a : ℝ) :
    spinDot (rashbaPotential a 0) * spinDot (rashbaPotential a 1)
      - spinDot (rashbaPotential a 1) * spinDot (rashbaPotential a 0)
      = (2 * Complex.I * (a : ℂ) ^ 2) • pauli 2 := by
  rw [spinDot_eq, spinDot_eq]
  ext s t
  fin_cases s <;> fin_cases t <;>
    simp [rashbaPotential, pauli, Fin.sum_univ_two] <;> ring
```

The last theorem concerns the Rashba matrix without the constant a². The step `h` identifies its field as (−a p_y, a p_x, 0), and `isLevel_zeeman` is applied with r = a|p|. What remains is the identity a²(p_x² + p_y²) = |b|². For p ≠ 0 the first alternative is the upper level if a > 0 and the lower one if a < 0.

```lean
/-- The energy levels of the Rashba matrix are exactly `p²/2 + a |p|` and `p²/2 - a |p|`. -/
theorem isLevel_rashba (p : Fin 2 → ℝ) (a : ℝ) (E : ℂ) :
    IsLevel (rashba p a) E ↔
      E = ((p 0 ^ 2 + p 1 ^ 2) / 2 : ℝ) + (a * √(p 0 ^ 2 + p 1 ^ 2) : ℝ) ∨
      E = ((p 0 ^ 2 + p 1 ^ 2) / 2 : ℝ) - (a * √(p 0 ^ 2 + p 1 ^ 2) : ℝ) := by
  -- the Rashba matrix in Zeeman form, with field (-a p_y, a p_x, 0)
  have h : rashba p a = zeeman ((p 0 ^ 2 + p 1 ^ 2) / 2) ![-(a * p 1), a * p 0, 0] := by
    simp [zeeman, spinDot, rashba, Fin.sum_univ_three]
    module
  rw [h]
  apply isLevel_zeeman
  rw [mul_pow, Real.sq_sqrt (by positivity), Fin.sum_univ_three]
  simp
  ring

end

end SpinCurrentRashba
```

```lean
#print axioms SpinCurrentRashba.hasDerivAt_ham
#print axioms SpinCurrentRashba.ham_rashbaPotential
#print axioms SpinCurrentRashba.rashbaPotential_commutator
#print axioms SpinCurrentRashba.isLevel_rashba
```

```
'SpinCurrentRashba.hasDerivAt_ham' depends on axioms: [propext, Classical.choice, Quot.sound]
'SpinCurrentRashba.ham_rashbaPotential' depends on axioms: [propext, Classical.choice, Quot.sound]
'SpinCurrentRashba.rashbaPotential_commutator' depends on axioms: [propext, Classical.choice, Quot.sound]
'SpinCurrentRashba.isLevel_rashba' depends on axioms: [propext, Classical.choice, Quot.sound]
```
